# For a one-period cosine wave on a ring of N sites, the squared differences between neighbours sum to 4 sin²(π/N) times the squared norm

The theorem `longWave_sharp` concerns the real, unnormalised amplitude cos(2πj/N) on a finite ring of N ≥ 2 sites. It states that the amplitudes sum to zero, that the sum of their squares is positive, and that the squared differences between neighbours, summed over j → j + 1 for every site j, equal 4 sin²(π/N) times that sum of squares. For the normalised wave the sum of squared differences is therefore 4 sin²(π/N) itself. The proof gets the zero sum from the sum of the elementary Bloch phases, and positivity from site 0, where the amplitude is 1. For the last part it relates neighbouring amplitudes by the angle-addition formulas and then shifts a sum by one site round the ring.

In Lean, a first try:

```lean
import Mathlib

open Filter Topology ComplexConjugate

namespace LongWaveSharp

noncomputable section

local notation "χ" => ZMod.stdAddChar

variable {N : ℕ} [NeZero N]

/-- Sum of the squared amplitude differences over the bonds of the ring. -/
def bondSum (ψ : ZMod N → ℝ) : ℝ := ∑ i, (ψ (i + 1) - ψ i) ^ 2

/-- The cosine wave with one period around the ring of `N ≥ 1` sites. -/
def longWave (j : ZMod N) : ℝ := Real.cos (2 * (Real.pi * j.val / N))

/-- The real part of the elementary Bloch phase is the cosine wave. -/
theorem bloch_re (k : ZMod N) : (χ k).re = longWave k := by
  have h := ZMod.stdAddChar_coe (N := N) (k.val : ℤ)
  rw [show (((k.val : ℤ)) : ZMod N) = k by simp] at h
  rw [h, show (2 * Real.pi * Complex.I * ((k.val : ℤ) : ℂ) / N)
    = ((2 * (Real.pi * k.val / N) : ℝ) : ℂ) * Complex.I by push_cast; ring,
    Complex.exp_ofReal_mul_I_re, longWave]

/-- For `N ≥ 2` the cosine wave is nonzero, has zero mean, and attains equality in the
discrete Poincaré inequality. -/
theorem longWave_sharp (hN : 2 ≤ N) :
    ∑ j : ZMod N, longWave j = 0 ∧ 0 < ∑ j : ZMod N, longWave j ^ 2 ∧
    bondSum (longWave (N := N))
      = 4 * Real.sin (Real.pi / N) ^ 2 * ∑ j : ZMod N, longWave j ^ 2 := by
  haveI : Fact (1 < N) := ⟨by omega⟩
  refine ⟨?_, ?_, ?_⟩
  · have hs : ∑ j : ZMod N, χ j = 0 := by
      have h := AddChar.sum_mulShift (1 : ZMod N) (ZMod.isPrimitive_stdAddChar N)
      simpa using h
    have h := congrArg Complex.re hs
    rw [Complex.re_sum] at h
    simpa only [bloch_re, Complex.zero_re] using h
  · exact Finset.sum_pos' (fun j _ => sq_nonneg _)
      ⟨0, Finset.mem_univ _, by simp [longWave]⟩
  · have up : ∀ j : ZMod N, longWave (j + 1)
        = longWave 1 * longWave j - (χ (1 : ZMod N)).im * (χ j).im := by
      intro j
      rw [← bloch_re, AddChar.map_add_eq_mul, Complex.mul_re, bloch_re, bloch_re]
      ring
    have down : ∀ j : ZMod N, longWave j
        = longWave 1 * longWave (j + 1) + (χ (1 : ZMod N)).im * (χ (j + 1)).im := by
      intro j
      have h : χ j = χ (j + 1) * conj (χ (1 : ZMod N)) := by
        rw [← AddChar.map_neg_eq_conj, ← AddChar.map_add_eq_mul, add_neg_cancel_right]
      rw [← bloch_re j, h, Complex.mul_re, Complex.conj_re, Complex.conj_im,
        bloch_re, bloch_re]
      ring
    have shift := Equiv.sum_comp (Equiv.addRight (1 : ZMod N)) (fun j =>
      (1 - longWave 1) * longWave j ^ 2 - (χ (1 : ZMod N)).im * (longWave j * (χ j).im))
    simp only [Equiv.coe_addRight] at shift
    have hp : 2 * (1 - longWave (1 : ZMod N)) = 4 * Real.sin (Real.pi / N) ^ 2 := by
      rw [longWave, ZMod.val_one, Nat.cast_one, mul_one, Real.cos_two_mul, Real.cos_sq']
      ring
    calc bondSum (longWave (N := N))
        = ∑ j : ZMod N, (((1 - longWave 1) * longWave (j + 1) ^ 2
            - (χ (1 : ZMod N)).im * (longWave (j + 1) * (χ (j + 1)).im))
          + ((1 - longWave 1) * longWave j ^ 2
            + (χ (1 : ZMod N)).im * (longWave j * (χ j).im))) := by
          refine Finset.sum_congr rfl fun j _ => ?_
          linear_combination (-longWave j) * up j - longWave (j + 1) * down j
      _ = ∑ j : ZMod N, 2 * (1 - longWave 1) * longWave j ^ 2 := by
          rw [Finset.sum_add_distrib, shift, ← Finset.sum_add_distrib]
          exact Finset.sum_congr rfl fun j _ => by ring
      _ = _ := by rw [← Finset.mul_sum, hp]

end

end LongWaveSharp
```

Lean reports:

```
Main.lean:33:2: warning: Try this: 
  haveI̵

The goal is a proposition, so `have` is preferred over `haveI`.
The difference between `have` and `haveI` is that `haveI` inlines the value.
But this is not relevant for proofs because of proof irrelevance.

Note: This linter can be disabled with `set_option linter.style.haveILetI false`
Main.lean:44:19: error: typeclass instance problem is stuck
  OfNat (ZMod (?m.248 j)) 1

Note: Lean will not try to resolve this typeclass instance problem because the first type argument to `OfNat` contains metavariables. This argument must be fully determined before Lean will try to resolve the typeclass.

Hint: Adding type annotations and supplying implicit arguments to functions can give Lean more information for typeclass resolution. For example, if you have a variable `x` that you intend to be a `Nat`, but Lean reports it as having an unresolved type like `?m`, replacing `x` with `(x : Nat)` can get typeclass resolution un-stuck.
numerals are polymorphic in Lean, but the numeral `1` cannot be used in a context where the expected type is
  ZMod (?m.248 j)
due to the absence of the instance above
```

After these edits no error is left:

```diff
@@ -31,5 +31,5 @@
     bondSum (longWave (N := N))
       = 4 * Real.sin (Real.pi / N) ^ 2 * ∑ j : ZMod N, longWave j ^ 2 := by
-  haveI : Fact (1 < N) := ⟨by omega⟩
+  have : Fact (1 < N) := ⟨by omega⟩
   refine ⟨?_, ?_, ?_⟩
   · have hs : ∑ j : ZMod N, χ j = 0 := by
@@ -42,10 +42,11 @@
       ⟨0, Finset.mem_univ _, by simp [longWave]⟩
   · have up : ∀ j : ZMod N, longWave (j + 1)
-        = longWave 1 * longWave j - (χ (1 : ZMod N)).im * (χ j).im := by
+        = longWave (1 : ZMod N) * longWave j - (χ (1 : ZMod N)).im * (χ j).im := by
       intro j
-      rw [← bloch_re, AddChar.map_add_eq_mul, Complex.mul_re, bloch_re, bloch_re]
+      rw [← bloch_re (j + 1), AddChar.map_add_eq_mul, Complex.mul_re, bloch_re, bloch_re]
       ring
     have down : ∀ j : ZMod N, longWave j
-        = longWave 1 * longWave (j + 1) + (χ (1 : ZMod N)).im * (χ (j + 1)).im := by
+        = longWave (1 : ZMod N) * longWave (j + 1)
+          + (χ (1 : ZMod N)).im * (χ (j + 1)).im := by
       intro j
       have h : χ j = χ (j + 1) * conj (χ (1 : ZMod N)) := by
@@ -55,5 +56,6 @@
       ring
     have shift := Equiv.sum_comp (Equiv.addRight (1 : ZMod N)) (fun j =>
-      (1 - longWave 1) * longWave j ^ 2 - (χ (1 : ZMod N)).im * (longWave j * (χ j).im))
+      (1 - longWave (1 : ZMod N)) * longWave j ^ 2
+        - (χ (1 : ZMod N)).im * (longWave j * (χ j).im))
     simp only [Equiv.coe_addRight] at shift
     have hp : 2 * (1 - longWave (1 : ZMod N)) = 4 * Real.sin (Real.pi / N) ^ 2 := by
@@ -61,11 +63,11 @@
       ring
     calc bondSum (longWave (N := N))
-        = ∑ j : ZMod N, (((1 - longWave 1) * longWave (j + 1) ^ 2
+        = ∑ j : ZMod N, (((1 - longWave (1 : ZMod N)) * longWave (j + 1) ^ 2
             - (χ (1 : ZMod N)).im * (longWave (j + 1) * (χ (j + 1)).im))
-          + ((1 - longWave 1) * longWave j ^ 2
+          + ((1 - longWave (1 : ZMod N)) * longWave j ^ 2
             + (χ (1 : ZMod N)).im * (longWave j * (χ j).im))) := by
           refine Finset.sum_congr rfl fun j _ => ?_
           linear_combination (-longWave j) * up j - longWave (j + 1) * down j
-      _ = ∑ j : ZMod N, 2 * (1 - longWave 1) * longWave j ^ 2 := by
+      _ = ∑ j : ZMod N, 2 * (1 - longWave (1 : ZMod N)) * longWave j ^ 2 := by
           rw [Finset.sum_add_distrib, shift, ← Finset.sum_add_distrib]
           exact Finset.sum_congr rfl fun j _ => by ring
```

Cause. The error falls on the `1` of `longWave 1` in the statement of `up`. `longWave` takes the ring size `N` as an implicit argument, to be inferred from the type of the site. A bare `1` does not fix that type, and the result is a real number whatever the ring. The modulus stays unknown, the `?m.248 j` of the message, and Lean will not look for the instance that gives `1` a meaning in `ZMod (?m.248 j)`. Writing `longWave (1 : ZMod N)` settles it. The same annotation is added in `down`, `shift` and the `calc` block, where the bare `1` left the same gap.

In the proof of `up`, `← bloch_re` becomes `← bloch_re (j + 1)`. This names the amplitude to be rewritten, where the goal contains several; no message shows that the shorter form would have failed.

The warning is a matter of style: the goal is a proposition, so Lean prefers `have` to `haveI`. That change is mere tidying.
